# Infinitely many zeros and revivals of qubit coherence under slow telegraph noise

## A qubit next to a switching defect

A spin one-half precesses about the $z$ axis, and a nearby defect jumps at random between two states. In one state the defect shifts the precession rate by $+v$, in the other by $-v$, and it leaves either state at rate $g$. Averaged over many runs, the spin loses phase coherence. The question is whether this loss is a steady decay when the defect switches slowly, meaning $0<g<v$.

Work in the frame that rotates at the mean precession frequency, with $\hbar=1$. While the defect stays in its first state, the Hamiltonian is $\tfrac v2\sigma_z$, and the off-diagonal element of the density matrix obeys

$$\dot\rho_{01}=-i\left[\tfrac v2\sigma_z,\rho\right]_{01}=-iv\,\rho_{01}.$$

In the second state the sign of $v$ is reversed. Let $p(t)$ and $q(t)$ be the contributions of the two defect states to the averaged off-diagonal element, divided by the initial value of that element. Switching moves weight between them at rate $g$, so

$$p'=-(g+iv)p+gq,\qquad q'=gp-(g-iv)q.$$

If the two defect states are equally likely at the start and uncorrelated with the spin, then $p(0)=q(0)=\tfrac12$. The averaged coherence is $p+q$, which starts at 1.

## The coherence and its zeros

Put $w=\sqrt{v^2-g^2}$ and $\varphi=\arccos(g/v)$. For $0<g<v$ and the initial values above,

$$p(t)+q(t)=C(t),\qquad C(t)=e^{-gt}\left(\cos wt+\frac gw\sin wt\right).$$

The zeros at positive times are exactly

$$T_n=\frac{(n+1)\pi-\varphi}{w},\qquad n=0,1,2,\dots$$

With $R_k=k\pi/w$, one has $T_n<R_{n+1}<T_{n+1}$ and $|C(R_{n+1})|=e^{-gR_{n+1}}$. The coherence therefore returns after every zero, and its modulus at these revivals decreases from one to the next. In this model of pure dephasing by a single classical fluctuator, a vanishing coherence at one instant does not mean that it is lost for good.

## Solving the equations

Introduce the companion function $S(t)=\frac vw e^{-gt}\sin wt$. Since $g^2+w^2=v^2$,

$$C'=-\frac{g^2+w^2}{w}e^{-gt}\sin wt=-vS,$$

$$S'=v e^{-gt}\left(\cos wt-\frac gw\sin wt\right)=vC-2gS.$$

Now take any solution and write $x=p+q$, $y=p-q$. Adding and subtracting the equations of motion gives

$$x'=-ivy,\qquad y'=-ivx-2gy.$$

Fix $t$ and consider

$$F(s)=C(t-s)\,x(s)-iS(t-s)\,y(s).$$

With $C$ and $S$ evaluated at $t-s$, and $x$ and $y$ at $s$, the derivative is

$$F'=vSx-ivCy+i(vC-2gS)y-iS(-ivx-2gy)=0.$$

Hence $F(t)=F(0)$. Because $C(0)=1$ and $S(0)=0$, this reads

$$p(t)+q(t)=C(t)\,\bigl(p(0)+q(0)\bigr)-iS(t)\,\bigl(p(0)-q(0)\bigr).$$

For $p(0)=q(0)=\tfrac12$ the right-hand side is $C(t)$. No uniqueness theorem for differential equations was needed, since the argument applies to every solution.

## Locating the zeros

The phase satisfies $\cos\varphi=g/v$ and $\sin\varphi=w/v$, so the addition formula gives

$$C(t)=\frac vw e^{-gt}\sin(wt+\varphi).$$

The prefactor is never zero. Thus $C(t)=0$ exactly when $wt+\varphi=m\pi$ for an integer $m$. For $t>0$ the left-hand side is positive, which forces $m\ge1$; writing $m=n+1$ gives $t=T_n$. Conversely, every $T_n$ is positive because $\varphi<\pi/2$.

At $R_k$ the sine in the original formula vanishes and the cosine is $(-1)^k$, so $C(R_k)=(-1)^k e^{-gR_k}$. The ordering $T_n<R_{n+1}<T_{n+1}$ amounts to

$$(n+1)\pi-\varphi<(n+1)\pi<(n+2)\pi-\varphi,$$

which holds because $0<\varphi<\pi$. It also shows that the $T_n$ are all different, so there are infinitely many zeros.

## How the Lean statement expresses the physics

The structure `IsTelegraph g v p q` says that the complex functions `p` and `q` satisfy the two equations of motion at every real time. The definitions `freq`, `coherence` and `imbalance` are $w$, $C$ and $S$; `darkTime g v n` is $T_n$ and `revivalTime g v k` is $R_k$, with the same indices as above.

The main theorem, `collapse_and_revival`, assumes `0 < g`, `g < v`, a solution, and both initial values equal to 1/2. Its conclusion has three parts: the formula for `p t + q t` at all real `t`, the complete list of zeros at positive times, and, for every `n`, the ordering of zeros and revivals together with the modulus at the revival.

The averaged equations are a hypothesis: the random jump process and the average over its histories are not constructed. The lemma `precession_entry` derives the precession term from the commutator with $\sigma_z$, but the exchange terms with rate `g` are postulated and stand for symmetric, memoryless switching. Relaxation of the spin populations, several fluctuators and the regime $g\ge v$ are not treated.

## The complete file

```lean
import Mathlib

open Complex (I)
open scoped Real

namespace RandomTelegraphNoise

noncomputable section

/-- The Pauli matrix σ_z. -/
def σz : Matrix (Fin 2) (Fin 2) ℂ := !![1, 0; 0, -1]

/-- Equations of motion for the contributions `p` and `q` to the averaged qubit coherence that come
from the two states of a fluctuator, with switching rate `g` and precession rates `v` and `-v`. -/
structure IsTelegraph (g v : ℝ) (p q : ℝ → ℂ) : Prop where
  left : ∀ t, HasDerivAt p (-(g + I * v) * p t + g * q t) t
  right : ∀ t, HasDerivAt q (g * p t - (g - I * v) * q t) t

/-- The oscillation frequency `w = √(v² - g²)`. -/
def freq (g v : ℝ) : ℝ := √(v ^ 2 - g ^ 2)

/-- The damped oscillation `exp(-gt) (cos wt + (g/w) sin wt)`. -/
def coherence (g v t : ℝ) : ℝ :=
  Real.exp (-g * t) * (Real.cos (freq g v * t) + g / freq g v * Real.sin (freq g v * t))

/-- The companion oscillation `(v/w) exp(-gt) sin wt`. -/
def imbalance (g v t : ℝ) : ℝ :=
  v / freq g v * (Real.exp (-g * t) * Real.sin (freq g v * t))

/-- The times `((n+1)π - arccos(g/v)) / w`. -/
def darkTime (g v : ℝ) (n : ℕ) : ℝ := ((n + 1) * π - Real.arccos (g / v)) / freq g v

/-- The times `kπ / w`. -/
def revivalTime (g v : ℝ) (k : ℕ) : ℝ := k * π / freq g v

/-- Under the Hamiltonian `(v/2) σ_z` the entry `ρ 0 1` of a spin-one-half density matrix has the
rate of change `-iv` times itself. -/
theorem precession_entry (v : ℝ) (ρ : Matrix (Fin 2) (Fin 2) ℂ) :
    ((-I) • ((((v : ℂ) / 2) • σz) * ρ - ρ * (((v : ℂ) / 2) • σz))) 0 1
      = -(I * v) * ρ 0 1 := by
  have h00 : σz 0 0 = 1 := by simp [σz]
  have h01 : σz 0 1 = 0 := by simp [σz]

  have h11 : σz 1 1 = -1 := by simp [σz]
  simp only [Matrix.smul_apply, Matrix.sub_apply, Matrix.mul_apply, Fin.sum_univ_two,
    smul_eq_mul, h00, h01, h11]
  ring

variable {g v : ℝ}

theorem freq_pos (h : g ^ 2 < v ^ 2) : 0 < freq g v :=
  Real.sqrt_pos.2 (by linarith)

theorem hasDerivAt_linear (a t : ℝ) : HasDerivAt (fun s : ℝ => a * s) a t := by
  simpa using (hasDerivAt_id' t).const_mul a

/-- The coherence changes at the rate `-v` times its companion oscillation. -/
theorem hasDerivAt_coherence (h : g ^ 2 < v ^ 2) (t : ℝ) :
    HasDerivAt (coherence g v) (-v * imbalance g v t) t := by
  have hr : freq g v * (freq g v)⁻¹ = 1 := mul_inv_cancel₀ (freq_pos h).ne'
  have hw : freq g v ^ 2 = v ^ 2 - g ^ 2 := Real.sq_sqrt (by linarith)
  have hl := hasDerivAt_linear (freq g v) t
  refine ((hasDerivAt_linear (-g) t).exp.fun_mul
    (hl.cos.fun_add (hl.sin.const_mul (g / freq g v)))).congr_deriv ?_
  unfold imbalance
  simp only [div_eq_mul_inv]
  generalize (freq g v)⁻¹ = r at hr ⊢
  linear_combination (g * Real.exp (-g * t) * Real.cos (freq g v * t)
    + Real.exp (-g * t) * Real.sin (freq g v * t) * freq g v) * hr
    - Real.exp (-g * t) * Real.sin (freq g v * t) * r * hw

/-- The companion oscillation is driven by the coherence at rate `v` and damped at rate `2g`. -/
theorem hasDerivAt_imbalance (h : g ^ 2 < v ^ 2) (t : ℝ) :
    HasDerivAt (imbalance g v) (v * coherence g v t - 2 * g * imbalance g v t) t := by
  have hr : freq g v * (freq g v)⁻¹ = 1 := mul_inv_cancel₀ (freq_pos h).ne'
  refine (((hasDerivAt_linear (-g) t).exp.fun_mul
    (hasDerivAt_linear (freq g v) t).sin).const_mul (v / freq g v)).congr_deriv ?_
  unfold imbalance coherence
  simp only [div_eq_mul_inv]
  generalize (freq g v)⁻¹ = r at hr ⊢
  linear_combination v * Real.exp (-g * t) * Real.cos (freq g v * t) * hr

/-- The total coherence `p t + q t` for arbitrary initial contributions `p 0` and `q 0`. -/
theorem total_coherence (h : g ^ 2 < v ^ 2) {p q : ℝ → ℂ} (hs : IsTelegraph g v p q) (t : ℝ) :
    p t + q t = coherence g v t * (p 0 + q 0) - I * imbalance g v t * (p 0 - q 0) := by
  -- evolving to time s and propagating the rest of the way gives a result independent of s
  have key : ∀ s : ℝ, HasDerivAt (fun s : ℝ => (coherence g v (t - s) : ℂ) * (p s + q s)
      - I * (imbalance g v (t - s) : ℂ) * (p s - q s)) 0 s := by
    intro s
    have hr : HasDerivAt (fun s : ℝ => t - s) (-1) s := by
      simpa using (hasDerivAt_id' s).const_sub t
    have hC : HasDerivAt (fun s : ℝ => (coherence g v (t - s) : ℂ))
        ((-v * imbalance g v (t - s) * -1 : ℝ) : ℂ) s :=
      ((hasDerivAt_coherence h (t - s)).comp s hr).ofReal_comp
    have hS : HasDerivAt (fun s : ℝ => (imbalance g v (t - s) : ℂ))
        (((v * coherence g v (t - s) - 2 * g * imbalance g v (t - s)) * -1 : ℝ) : ℂ) s :=
      ((hasDerivAt_imbalance h (t - s)).comp s hr).ofReal_comp
    refine ((hC.fun_mul ((hs.left s).fun_add (hs.right s))).fun_sub
      ((hS.const_mul I).fun_mul ((hs.left s).fun_sub (hs.right s)))).congr_deriv ?_
    push_cast
    linear_combination (v * imbalance g v (t - s) * (p s + q s) : ℂ) * Complex.I_sq
  have e := is_const_of_deriv_eq_zero (fun s => (key s).differentiableAt)
    (fun s => (key s).deriv) t 0
  have C0 : coherence g v 0 = 1 := by simp [coherence]
  have S0 : imbalance g v 0 = 0 := by simp [imbalance]
  simpa only [sub_self, sub_zero, C0, S0, Complex.ofReal_one, Complex.ofReal_zero,
    mul_zero, zero_mul, one_mul] using e

/-- The coherence is a single damped sine with phase `arccos(g/v)`. -/
theorem coherence_eq_sine (hg : 0 < g) (hv : g < v) (t : ℝ) :
    coherence g v t = v / freq g v *
      (Real.exp (-g * t) * Real.sin (freq g v * t + Real.arccos (g / v))) := by
  have v0 : 0 < v := hg.trans hv
  have hr : freq g v * (freq g v)⁻¹ = 1 := mul_inv_cancel₀ (freq_pos (by nlinarith)).ne'
  have hc : v * Real.cos (Real.arccos (g / v)) = g := by
    rw [Real.cos_arccos (by linarith [div_pos hg v0]) ((div_le_one v0).2 hv.le)]
    exact mul_div_cancel₀ g v0.ne'
  have hsin : v * Real.sin (Real.arccos (g / v)) = freq g v := by
    have hn : 0 ≤ Real.sin (Real.arccos (g / v)) :=
      Real.sin_nonneg_of_nonneg_of_le_pi (Real.arccos_nonneg _) (Real.arccos_le_pi _)
    have e : v ^ 2 - g ^ 2 = (v * Real.sin (Real.arccos (g / v))) ^ 2 := by
      linear_combination (-v ^ 2) * Real.sin_sq_add_cos_sq (Real.arccos (g / v))
        + (v * Real.cos (Real.arccos (g / v)) + g) * hc
    rw [freq, e, Real.sqrt_sq (mul_nonneg v0.le hn)]
  rw [Real.sin_add]
  unfold coherence
  simp only [div_eq_mul_inv] at hc hsin ⊢
  generalize (freq g v)⁻¹ = r at hr ⊢
  linear_combination (-(Real.exp (-g * t) * Real.cos (freq g v * t))) * hr
    - Real.exp (-g * t) * Real.cos (freq g v * t) * r * hsin
    - Real.exp (-g * t) * r * Real.sin (freq g v * t) * hc

/-- The zeros of the coherence at positive times are exactly the times `darkTime g v n`. -/
theorem coherence_eq_zero_iff (hg : 0 < g) (hv : g < v) {t : ℝ} (ht : 0 < t) :
    coherence g v t = 0 ↔ ∃ n : ℕ, t = darkTime g v n := by
  have v0 : 0 < v := hg.trans hv
  have hw : 0 < freq g v := freq_pos (by nlinarith)
  rw [coherence_eq_sine hg hv, mul_eq_zero, or_iff_right (div_pos v0 hw).ne',
    mul_eq_zero, or_iff_right (Real.exp_pos _).ne', Real.sin_eq_zero_iff]
  constructor
  · rintro ⟨n, hn⟩
    -- a positive time forces a positive multiple of π
    have hp : 0 < (n : ℝ) * π := by
      rw [hn]
      linarith [mul_pos hw ht, Real.arccos_nonneg (g / v)]
    have n0 : 0 < n := by exact_mod_cast (pos_iff_pos_of_mul_pos hp).2 Real.pi_pos
    obtain ⟨m, rfl⟩ : ∃ m : ℕ, n = m + 1 := ⟨(n - 1).toNat, by omega⟩
    refine ⟨m, ?_⟩
    push_cast at hn
    rw [darkTime, eq_div_iff hw.ne']
    linarith
  · rintro ⟨m, hm⟩
    rw [darkTime, eq_div_iff hw.ne'] at hm
    refine ⟨m + 1, ?_⟩
    push_cast
    linarith

/-- At the time `kπ/w` the coherence is `(-1)^k` times the damping factor. -/
theorem coherence_revival (h : g ^ 2 < v ^ 2) (k : ℕ) :
    coherence g v (revivalTime g v k) = (-1) ^ k * Real.exp (-g * revivalTime g v k) := by
  have e : freq g v * revivalTime g v k = k * π := mul_div_cancel₀ _ (freq_pos h).ne'
  rw [coherence, e, Real.cos_nat_mul_pi, Real.sin_nat_mul_pi]
  ring

/-- For `0 < g < v` and equal initial values 1/2, the total coherence is the stated damped
oscillation; it vanishes at infinitely many positive times, which are all listed, and between
any two consecutive ones it returns to the modulus `exp(-gt)` at `t = (n+1)π/w`. -/
theorem collapse_and_revival (hg : 0 < g) (hv : g < v) {p q : ℝ → ℂ}
    (hs : IsTelegraph g v p q) (hp : p 0 = 1 / 2) (hq : q 0 = 1 / 2) :
    (∀ t, p t + q t = (Real.exp (-g * t) * (Real.cos (freq g v * t)
      + g / freq g v * Real.sin (freq g v * t)) : ℝ)) ∧
    (∀ t, 0 < t → (p t + q t = 0 ↔ ∃ n : ℕ, t = darkTime g v n)) ∧
    ∀ n : ℕ, 0 < darkTime g v n ∧ darkTime g v n < revivalTime g v (n + 1) ∧
      revivalTime g v (n + 1) < darkTime g v (n + 1) ∧
      ‖p (revivalTime g v (n + 1)) + q (revivalTime g v (n + 1))‖
        = Real.exp (-g * revivalTime g v (n + 1)) := by
  have v0 : 0 < v := hg.trans hv
  have h : g ^ 2 < v ^ 2 := by nlinarith
  have hw := freq_pos h
  have sol : ∀ t, p t + q t = (coherence g v t : ℂ) := by
    intro t
    rw [total_coherence h hs t, hp, hq]
    ring
  have a0 : 0 < Real.arccos (g / v) := Real.arccos_pos.2 ((div_lt_one v0).2 hv)
  have a1 : Real.arccos (g / v) < π / 2 := Real.arccos_lt_pi_div_two.2 (div_pos hg v0)
  have pi0 := Real.pi_pos
  refine ⟨sol, fun t ht => ?_, fun n => ⟨?_, ?_, ?_, ?_⟩⟩
  · rw [sol, Complex.ofReal_eq_zero]
    exact coherence_eq_zero_iff hg hv ht
  · have : 0 ≤ (n : ℝ) * π := by positivity
    exact div_pos (by linarith) hw
  · unfold darkTime revivalTime
    push_cast
    exact div_lt_div_of_pos_right (by linarith) hw
  · unfold darkTime revivalTime
    push_cast
    exact div_lt_div_of_pos_right (by linarith) hw
  · rw [sol, Complex.norm_real, coherence_revival h, norm_mul, norm_pow, norm_neg, norm_one,
      one_pow, one_mul, Real.norm_eq_abs, abs_of_pos (Real.exp_pos _)]

/-- Half the coherence minus or plus `i/2` times its companion solves the equations of motion,
with both initial values equal to 1/2. -/
theorem isTelegraph_witness (h : g ^ 2 < v ^ 2) :
    IsTelegraph g v (fun t => ((coherence g v t : ℂ) - I * (imbalance g v t : ℂ)) / 2)
      (fun t => ((coherence g v t : ℂ) + I * (imbalance g v t : ℂ)) / 2) ∧
    ((coherence g v 0 : ℂ) - I * (imbalance g v 0 : ℂ)) / 2 = 1 / 2 ∧
    ((coherence g v 0 : ℂ) + I * (imbalance g v 0 : ℂ)) / 2 = 1 / 2 := by
  have hC := fun t => (hasDerivAt_coherence h t).ofReal_comp
  have hS := fun t => (hasDerivAt_imbalance h t).ofReal_comp
  refine ⟨⟨fun t => ?_, fun t => ?_⟩, by simp [coherence, imbalance],
    by simp [coherence, imbalance]⟩
  · refine (((hC t).fun_sub ((hS t).const_mul I)).div_const 2).congr_deriv ?_
    push_cast
    linear_combination (-(v * imbalance g v t / 2) : ℂ) * Complex.I_sq
  · refine (((hC t).fun_add ((hS t).const_mul I)).div_const 2).congr_deriv ?_
    push_cast
    linear_combination (-(v * imbalance g v t / 2) : ℂ) * Complex.I_sq

end

end RandomTelegraphNoise
```

```lean
#print axioms RandomTelegraphNoise.precession_entry
#print axioms RandomTelegraphNoise.collapse_and_revival
```

```
'RandomTelegraphNoise.precession_entry' depends on axioms: [propext, Classical.choice, Quot.sound]
'RandomTelegraphNoise.collapse_and_revival' depends on axioms: [propext, Classical.choice, Quot.sound]
```

## How the proof follows the calculation

**Derivatives.** `hasDerivAt_coherence` and `hasDerivAt_imbalance` establish $C'=-vS$ and $S'=vC-2gS$. The product and chain rules produce a derivative, and `congr_deriv` leaves the task of showing that it equals the claimed one. The inverse of $w$ is replaced by a letter `r` with $wr=1$, after which `linear_combination` closes the algebra. For $C'$ it also uses $w^2=v^2-g^2$, just as the calculation by hand does.

**Arbitrary initial data.** In `total_coherence`, the statement `key` is $F'(s)=0$. The facts `hC` and `hS` differentiate $C(t-s)$ and $S(t-s)$, with the factor $-1$ from the inner function. After the equations of motion are inserted, the only relation still needed is $i^2=-1$, supplied by `Complex.I_sq`. Then `is_const_of_deriv_eq_zero` compares $s=t$ with $s=0$. The only condition that `total_coherence` places on the two rates is $g^2<v^2$.

**A single sine.** `coherence_eq_sine` proves $v\cos\varphi=g$ as `hc` and $v\sin\varphi=w$ as `hsin`. The second requires $\sin\varphi\ge0$ to select the positive square root. The addition formula then gives the damped sine.

**The list of zeros.** `coherence_eq_zero_iff` removes the nonzero prefactors and applies `Real.sin_eq_zero_iff`, which provides an integer multiple of $\pi$. Positivity of $t$ makes that integer positive, so it can be written as `m + 1` with a natural number `m`. The reverse direction inserts $T_m$ and recovers the multiple $m+1$.

**Revivals and assembly.** `coherence_revival` evaluates $C(R_k)$ from the values of sine and cosine at $k\pi$. In `collapse_and_revival`, the step `sol` specialises the general formula to equal initial values. The bounds `a0` and `a1` state $0<\varphi<\pi/2$ and yield the inequalities between the times, and the sign $(-1)^{n+1}$ disappears on taking the modulus.

**An explicit solution.** `isTelegraph_witness` verifies that $p=(C-iS)/2$ and $q=(C+iS)/2$ solve the equations with both initial values 1/2, so the main theorem is not about an empty set of solutions. These formulas also show what happens at a zero of $C$: there $p=-q=-iS/2$, and the two contributions cancel in the average although neither is zero.
